# The square of a standard normal variable has mean 1 and variance 2

Let X be a real random variable on a probability space, with the normal distribution of mean 0 and variance 1. The theorem says that X² is square integrable, with mean 1 and variance 2. In physics this applies, for example, to the position in the ground state of a harmonic oscillator, measured in units of its standard deviation, though the statement itself contains no oscillator. The proof turns the moments of X into integrals over the normal distribution, takes the second and fourth moments, 1 and 3, from the preceding theorem, and gets the variance as 3 − 1² = 2.

This version doesn't compile in Lean 4 with Mathlib:

```lean
import Mathlib

open MeasureTheory ProbabilityTheory

namespace SquareMode

noncomputable section

/-- A standard normal variable has second moment 1 and fourth moment 3. -/
theorem gaussian_moments :
    ∫ x, x ^ 2 ∂(gaussianReal 0 1) = 1 ∧ ∫ x, x ^ 4 ∂(gaussianReal 0 1) = 3 := by
  have hm : mgf id (gaussianReal 0 1) = fun t => Real.exp (t ^ 2 / 2) := by
    rw [mgf_id_gaussianReal]
    funext t
    simp
  have h0 : (0 : ℝ) ∈ interior (integrableExpSet id (gaussianReal 0 1)) := by
    rw [integrableExpSet_id_gaussianReal]
    simp
  -- differentiating a polynomial times the generating function
  have hd : ∀ p p' : ℝ → ℝ, (∀ t, HasDerivAt p (p' t) t) →
      deriv (fun t => p t * Real.exp (t ^ 2 / 2)) =
        fun t => (p' t + t * p t) * Real.exp (t ^ 2 / 2) := by
    intro p p' hp
    funext t
    have he : HasDerivAt (fun t : ℝ => Real.exp (t ^ 2 / 2)) (Real.exp (t ^ 2 / 2) * t) t :=
      ((hasDerivAt_pow 2 t).div_const 2).exp.congr_deriv (by simp)
    rw [((hp t).fun_mul he).deriv]
    ring
  have d1 : deriv (fun t : ℝ => Real.exp (t ^ 2 / 2)) =
      fun t => t * Real.exp (t ^ 2 / 2) := by
    simpa using hd (fun _ => 1) (fun _ => 0) (fun t => hasDerivAt_const t 1)
  have d2 := hd (fun t => t) (fun _ => 1) (fun t => hasDerivAt_id' t)
  have q2 : ∀ t : ℝ, HasDerivAt (fun t : ℝ => 1 + t * t) (t + t) t := fun t =>
    (((hasDerivAt_id' t).fun_mul (hasDerivAt_id' t)).const_add 1).congr_deriv (by ring)
  have d3 := hd (fun t => 1 + t * t) (fun t => t + t) q2
  have d4 := hd (fun t => t + t + t * (1 + t * t)) (fun t => 3 + 3 * t ^ 2) (fun t =>
    (((hasDerivAt_id' t).fun_add (hasDerivAt_id' t)).fun_add
      ((hasDerivAt_id' t).fun_mul (q2 t))).congr_deriv (by ring))
  -- moments are derivatives of the generating function at zero
  have h2 := iteratedDeriv_mgf_zero h0 2
  have h4 := iteratedDeriv_mgf_zero h0 4
  rw [hm, iteratedDeriv_eq_iterate] at h2 h4
  change deriv (deriv (fun t : ℝ => Real.exp (t ^ 2 / 2))) 0 = _ at h2
  change deriv (deriv (deriv (deriv (fun t : ℝ => Real.exp (t ^ 2 / 2))))) 0 = _ at h4
  rw [d1, d2] at h2
  rw [d1, d2, d3, d4] at h4
  exact ⟨by simpa using h2.symm, by simpa using h4.symm⟩

variable {Ω : Type*} [MeasurableSpace Ω] {μ : Measure Ω}

variable [IsProbabilityMeasure μ]

/-- The square of a standard normal variable is square integrable, with mean 1 and
variance 2. -/
theorem square_mode {X : Ω → ℝ} (hX : HasLaw X (gaussianReal 0 1) μ) :
    MemLp (fun ω => X ω ^ 2) 2 μ ∧ ∫ ω, X ω ^ 2 ∂μ = 1 ∧
      variance (fun ω => X ω ^ 2) μ = 2 := by
  have hpow : ∀ n : ℕ, ∫ ω, X ω ^ n ∂μ = ∫ x, x ^ n ∂(gaussianReal 0 1) := by
    intro n
    rw [← hX.map_eq]
    exact (integral_map hX.aemeasurable (by fun_prop)).symm
  have h2 := (hpow 2).trans gaussian_moments.1
  have h4 := (hpow 4).trans gaussian_moments.2
  have hi : Integrable (fun ω => X ω ^ 4) μ := by
    by_contra h
    rw [integral_undef h] at h4
    norm_num at h4
  have e : (fun ω => X ω ^ 2) ^ 2 = fun ω => X ω ^ 4 := by
    funext ω
    change (X ω ^ 2) ^ 2 = X ω ^ 4
    ring
  have hmem : MemLp (fun ω => X ω ^ 2) 2 μ :=
    (memLp_two_iff_integrable_sq (hX.aemeasurable.pow_const 2).aestronglyMeasurable).2
      (hi.congr (ae_of_all _ fun ω => (congrFun e ω).symm))
  refine ⟨hmem, h2, ?_⟩
  rw [variance_eq_sub hmem, e, h2, h4]
  norm_num

end

end SquareMode
```

Compiling this gives:

```
Main.lean:61:44: error: `fun_prop` was unable to prove `AEStronglyMeasurable (npowRec n) (Measure.map X μ)`

Issues:
  No theorems found for `npowRec` in order to prove `AEStronglyMeasurable (fun a => npowRec n a) (Measure.map X μ)`
```

Cause. The error arises where `integral_map` is used to turn an integral over the probability space into one over the distribution of X. The lemma needs a proof that the integrand is almost everywhere strongly measurable, and this is left to `fun_prop`. The integrand was not written out, so Lean had to infer it by matching the lemma with the goal. The message shows that it arrived at `npowRec n`, the recursive function that lies beneath the notation `x ^ n`. This is the same power function in an unfolded form, but `fun_prop` looks for theorems about the functions it sees, and it found none for `npowRec`.

The repair states the type of the measurability proof, with the integrand written as `fun x : ℝ => x ^ n`. This fixes the form of the integrand before `fun_prop` runs, so that it meets an ordinary power, which it can handle. The mathematical argument is unchanged.

Fix (accepted with no message):

```diff
@@ -59,5 +59,6 @@
     intro n
     rw [← hX.map_eq]
-    exact (integral_map hX.aemeasurable (by fun_prop)).symm
+    exact (integral_map hX.aemeasurable
+      (by fun_prop : AEStronglyMeasurable (fun x : ℝ => x ^ n) (μ.map X))).symm
   have h2 := (hpow 2).trans gaussian_moments.1
   have h4 := (hpow 4).trans gaussian_moments.2
```
